# Submodularity of the induction energy for a positive definite inverse polarisability matrix with nonpositive couplings in a nonnegative field

Take two sites, 0 and 1, of unit polarisability in a unit field, with scalar induced moments x₀ and x₁ and coupling c, where |c| < 1. The energy is

x₀²/2 + x₁²/2 + c x₀x₁ − x₀ − x₁.

Either site alone relaxes to moment 1 and energy −1/2. If both moments are held at 1, the pair has energy −1 + c. For c < 0 this is already below the sum of the separate energies, and relaxation can only lower it further: each moment strengthens the field at the other site.

For a finite set of sites `n`, let A be a real matrix with inverse polarisabilities on its diagonal and couplings off it, and let b be the applied field. Write

F(x) = xᵀAx/2 − bᵀx,

and let E(S) be the infimum of F over moments that vanish outside S. In Lean these are `energy` and `inductionEnergy`, and `supportedOn S` is the set of allowed moments. Sites outside S lose their polarisability, while A and b stay fixed. A is called the response matrix here because it enters the response equations, which read Ax = b when all sites are polarisable; the matrix that takes the field to the moments is then its inverse.

```lean
import Mathlib

open Matrix

namespace CooperativeInduction

noncomputable section

variable {n : Type*} [Fintype n]

/-- Energy of induced moments `x` with response matrix `A` in the applied field `b`. -/
def energy (A : Matrix n n ℝ) (b x : n → ℝ) : ℝ :=
  (x ⬝ᵥ (A *ᵥ x)) / 2 - b ⬝ᵥ x

/-- The induced moments that vanish on every site outside `S`. -/
def supportedOn (S : Finset n) : Set (n → ℝ) := {x | ∀ i, i ∉ S → x i = 0}

/-- Induction energy when only the sites in `S` are polarisable. -/
def inductionEnergy (A : Matrix n n ℝ) (b : n → ℝ) (S : Finset n) : ℝ :=
  sInf (energy A b '' supportedOn S)
```

The hypotheses enter as follows:

- `hA` says that A is symmetric, and `hpos` that xᵀAx > 0 for x ≠ 0. Together they exclude a polarisation catastrophe.
- `hoff` says that A i j ≤ 0 for i ≠ j, as for undamped point dipoles constrained to lie along a common line of sites. Short-range damping can change the sign.
- `hb` says that bᵢ ≥ 0: at every site the field points in the positive direction or vanishes.

General vector dipoles, whose couplings take both signs, and nonlinear response are not covered.

## (a) Response equations and the minimum

Let A be symmetric and positive definite. Suppose that x vanishes off S and (Ax)ᵢ = bᵢ on S. Show that, for every y vanishing off S,

F(x) ≤ F(y).

**Solution.** Put d = y − x. Symmetry gives xᵀAd = dᵀAx, so expanding F(x + d) yields

F(y) = F(x) + dᵀAd/2 + dᵀ(Ax − b).

In the last term, Ax − b vanishes on S and d vanishes off S, so the term is zero. The quadratic term is nonnegative.

In the proof, `key` is the expansion, `hzero` removes the last term and `hnn` gives the sign. `IsLeast` also records that x itself is an allowed trial vector.

```lean
/-- Moments on `S` that satisfy the linear response equations on `S` minimise the energy
among all moments on `S`. -/
theorem isLeast_of_response {A : Matrix n n ℝ} (hA : A.IsSymm)
    (hpos : ∀ x : n → ℝ, x ≠ 0 → 0 < x ⬝ᵥ (A *ᵥ x)) {b x : n → ℝ} {S : Finset n}
    (hx : ∀ i, i ∉ S → x i = 0) (hs : ∀ i, i ∈ S → (A *ᵥ x) i = b i) :
    IsLeast (energy A b '' supportedOn S) (energy A b x) := by
  refine ⟨⟨x, hx, rfl⟩, ?_⟩
  rintro _ ⟨y, hy, rfl⟩
  have hy' : ∀ i, i ∉ S → y i = 0 := hy
  have hsym : x ⬝ᵥ (A *ᵥ y) = y ⬝ᵥ (A *ᵥ x) := by
    rw [Matrix.dotProduct_mulVec, ← Matrix.mulVec_transpose, hA.eq, dotProduct_comm]
  -- complete the square around x
  have key : energy A b y = energy A b x + ((y - x) ⬝ᵥ (A *ᵥ (y - x))) / 2
      + (y - x) ⬝ᵥ (A *ᵥ x - b) := by
    simp only [energy, Matrix.mulVec_sub, sub_dotProduct, dotProduct_sub]
    linear_combination (1 / 2) * hsym - dotProduct_comm b y + dotProduct_comm b x
  have hzero : (y - x) ⬝ᵥ (A *ᵥ x - b) = 0 := by
    unfold dotProduct
    apply Finset.sum_eq_zero
    intro i _
    by_cases h : i ∈ S
    · simp only [Pi.sub_apply, hs i h, sub_self, mul_zero]
    · simp only [Pi.sub_apply, hx i h, hy' i h, sub_self, zero_mul]
  have hnn : 0 ≤ (y - x) ⬝ᵥ (A *ᵥ (y - x)) := by
    by_cases h : y - x = 0
    · simp [h]
    · exact (hpos _ h).le
  linarith
```

## (b) Solvability on a subset

For positive definite A, show that some x satisfies

xᵢ = 0 for i ∉ S, and (Ax)ᵢ = bᵢ for i ∈ S.

**Solution.** Let L be the linear map with (Lv)ᵢ = (Av)ᵢ on S and (Lv)ᵢ = vᵢ off S. If Lv = 0, then every product vᵢ(Av)ᵢ is zero. Hence vᵀAv = 0, and v = 0 by positivity. An injective linear map of a finite-dimensional space to itself is surjective, so L reaches the vector equal to b on S and zero off S.

The code calls this map `T`, and `hinj` is its injectivity.

```lean
/-- The linear response equations on the polarisable sites `S` have a solution. -/
theorem exists_response [DecidableEq n] {A : Matrix n n ℝ}
    (hpos : ∀ x : n → ℝ, x ≠ 0 → 0 < x ⬝ᵥ (A *ᵥ x)) (b : n → ℝ) (S : Finset n) :
    ∃ x : n → ℝ, (∀ i, i ∉ S → x i = 0) ∧ ∀ i, i ∈ S → (A *ᵥ x) i = b i := by
  -- the map is A x on S and x itself off S
  let T : (n → ℝ) →ₗ[ℝ] (n → ℝ) :=
    { toFun := fun v i => if i ∈ S then (A *ᵥ v) i else v i
      map_add' := by
        intro u v
        ext i
        by_cases h : i ∈ S <;> simp [h, Matrix.mulVec_add]
      map_smul' := by
        intro r v
        ext i
        by_cases h : i ∈ S <;> simp [h, Matrix.mulVec_smul] }
  have hT : ∀ v i, T v i = if i ∈ S then (A *ᵥ v) i else v i := fun _ _ => rfl
  have hinj : Function.Injective T := by
    refine (injective_iff_map_eq_zero T).2 fun v hv => ?_
    by_contra hne
    have h0 : v ⬝ᵥ (A *ᵥ v) = 0 := by
      unfold dotProduct
      apply Finset.sum_eq_zero
      intro i _
      have hi := congrFun hv i
      rw [hT] at hi
      by_cases h : i ∈ S
      · rw [if_pos h] at hi
        rw [hi, Pi.zero_apply, mul_zero]
      · rw [if_neg h] at hi
        rw [hi, Pi.zero_apply, zero_mul]
    exact absurd h0 (hpos v hne).ne'
  obtain ⟨x, hx⟩ := LinearMap.injective_iff_surjective.1 hinj
    (fun i => if i ∈ S then b i else 0)
  refine ⟨x, fun i h => ?_, fun i h => ?_⟩
  · have hi := congrFun hx i
    rw [hT] at hi
    simpa [h] using hi
  · have hi := congrFun hx i
    rw [hT] at hi
    simpa [h] using hi
```

## (c) An attained energy

For symmetric positive definite A, show that some x vanishing off S has

F(x) = E(S) = min { F(y) : y vanishes off S }.

**Solution.** Part (b) supplies a solution of the response equations, and part (a) makes it a minimiser. The infimum of a set with a least element is that element, which is what `csInf_eq` says.

```lean
/-- The induction energy is an attained minimum over moments on `S`. -/
theorem inductionEnergy_isLeast [DecidableEq n] {A : Matrix n n ℝ} (hA : A.IsSymm)
    (hpos : ∀ x : n → ℝ, x ≠ 0 → 0 < x ⬝ᵥ (A *ᵥ x)) (b : n → ℝ) (S : Finset n) :
    IsLeast (energy A b '' supportedOn S) (inductionEnergy A b S) := by
  obtain ⟨x, hx, hs⟩ := exists_response hpos b S
  have h := isLeast_of_response hA hpos hx hs
  rw [inductionEnergy, h.csInf_eq]
  exact h
```

## (d) Aligning the moments

Let the couplings be nonpositive and the field nonnegative. With |x| taken sitewise, show that

F(|x|) ≤ F(x).

**Solution.** Diagonal terms are unchanged because |xᵢ|² = xᵢ². For i ≠ j, |xᵢ||xⱼ| ≥ xᵢxⱼ, and multiplying by Aᵢⱼ ≤ 0 reverses the inequality. Finally bᵢ|xᵢ| ≥ bᵢxᵢ, and this term enters F with a minus sign.

The quadratic and field comparisons are `h1` and `h2`.

```lean
/-- With nonpositive couplings and a nonnegative field, replacing all moments by their
absolute values does not raise the energy. -/
theorem energy_abs_le {A : Matrix n n ℝ} (hoff : ∀ i j, i ≠ j → A i j ≤ 0)
    {b : n → ℝ} (hb : ∀ i, 0 ≤ b i) (x : n → ℝ) :
    energy A b (fun i => |x i|) ≤ energy A b x := by
  have h1 : (fun i => |x i|) ⬝ᵥ (A *ᵥ (fun i => |x i|)) ≤ x ⬝ᵥ (A *ᵥ x) := by
    simp only [dotProduct, Matrix.mulVec, Finset.mul_sum]
    refine Finset.sum_le_sum fun i _ => Finset.sum_le_sum fun j _ => ?_
    by_cases h : i = j
    · subst h
      exact le_of_eq (by linear_combination A i i * abs_mul_abs_self (x i))
    · have hm : x i * x j ≤ |x i| * |x j| := by
        rw [← abs_mul]
        exact le_abs_self _
      nlinarith [mul_le_mul_of_nonpos_left hm (hoff i j h)]
  have h2 : b ⬝ᵥ x ≤ b ⬝ᵥ (fun i => |x i|) :=
    Finset.sum_le_sum fun i _ => mul_le_mul_of_nonneg_left (le_abs_self _) (hb i)
  unfold energy
  linarith
```

## (e) Sitewise maximum and minimum

Let Mᵢ = max(xᵢ, yᵢ) and mᵢ = min(xᵢ, yᵢ). For nonpositive couplings and any field, show that

F(M) + F(m) ≤ F(x) + F(y).

**Solution.** Since Mᵢ + mᵢ = xᵢ + yᵢ and Mᵢ² + mᵢ² = xᵢ² + yᵢ², the field and diagonal terms agree. For i ≠ j, if x and y are ordered alike at both sites, the pair products agree too. If xᵢ ≥ yᵢ but xⱼ ≤ yⱼ, then

MᵢMⱼ + mᵢmⱼ − xᵢxⱼ − yᵢyⱼ = (xᵢ − yᵢ)(yⱼ − xⱼ) ≥ 0.

The opposite case is the same with x and y exchanged. Multiplication by Aᵢⱼ ≤ 0 gives the claim.

The Lean proof splits into the same orderings to obtain `hm`.

```lean
/-- With nonpositive couplings, the sitewise maximum and minimum of two sets of moments
have together at most the energy of the original two. -/
theorem energy_max_add_min_le {A : Matrix n n ℝ} (hoff : ∀ i j, i ≠ j → A i j ≤ 0)
    (b x y : n → ℝ) :
    energy A b (fun i => max (x i) (y i)) + energy A b (fun i => min (x i) (y i))
      ≤ energy A b x + energy A b y := by
  have h1 : (fun i => max (x i) (y i)) ⬝ᵥ (A *ᵥ (fun i => max (x i) (y i)))
      + (fun i => min (x i) (y i)) ⬝ᵥ (A *ᵥ (fun i => min (x i) (y i)))
      ≤ x ⬝ᵥ (A *ᵥ x) + y ⬝ᵥ (A *ᵥ y) := by
    simp only [dotProduct, Matrix.mulVec, Finset.mul_sum, ← Finset.sum_add_distrib]
    refine Finset.sum_le_sum fun i _ => Finset.sum_le_sum fun j _ => ?_
    by_cases h : i = j
    · subst h
      rcases le_total (x i) (y i) with h | h
      · rw [max_eq_right h, min_eq_left h]
        linarith
      · rw [max_eq_left h, min_eq_right h]
    · -- ordering both pairs alike maximises the sum of products
      have hm : x i * x j + y i * y j
          ≤ max (x i) (y i) * max (x j) (y j) + min (x i) (y i) * min (x j) (y j) := by
        rcases le_total (x i) (y i) with h₁ | h₁ <;>
        rcases le_total (x j) (y j) with h₂ | h₂ <;>
        simp only [max_eq_left, max_eq_right, min_eq_left, min_eq_right, h₁, h₂] <;>
        nlinarith [mul_nonneg (sub_nonneg.2 h₁) (sub_nonneg.2 h₂)]
      nlinarith [mul_le_mul_of_nonpos_left hm (hoff i j h)]
  have h2 : b ⬝ᵥ (fun i => max (x i) (y i)) + b ⬝ᵥ (fun i => min (x i) (y i))
      = b ⬝ᵥ x + b ⬝ᵥ y := by
    simp only [dotProduct, ← Finset.sum_add_distrib]
    refine Finset.sum_congr rfl fun i _ => ?_
    rcases le_total (x i) (y i) with h | h
    · rw [max_eq_right h, min_eq_left h, add_comm]
    · rw [max_eq_left h, min_eq_right h]
  unfold energy
  linarith
```

## (f) Union and intersection

Under all the hypotheses, show for any S and T that

E(S ∪ T) + E(S ∩ T) ≤ E(S) + E(T).

**Solution.** Take minimisers x on S and y on T. The maximum of |x| and |y| vanishes off S ∪ T. Their minimum vanishes off S ∩ T, because there one entry is zero and the other nonnegative. Using these as trial moments, then (e), then (d),

E(S ∪ T) + E(S ∩ T) ≤ F(|x|) + F(|y|) ≤ F(x) + F(y) = E(S) + E(T).

The supports are `hmax` and `hmin`; the trial bounds are `hU` and `hI`.

```lean
/-- Cooperative induction: the induction energies of the union and the intersection of two
sets of polarisable sites sum to at most those of the two sets. -/
theorem inductionEnergy_union_add_inter_le [DecidableEq n] {A : Matrix n n ℝ}
    (hA : A.IsSymm) (hpos : ∀ x : n → ℝ, x ≠ 0 → 0 < x ⬝ᵥ (A *ᵥ x))
    (hoff : ∀ i j, i ≠ j → A i j ≤ 0) {b : n → ℝ} (hb : ∀ i, 0 ≤ b i) (S T : Finset n) :
    inductionEnergy A b (S ∪ T) + inductionEnergy A b (S ∩ T)
      ≤ inductionEnergy A b S + inductionEnergy A b T := by
  obtain ⟨⟨x, hx, hxe⟩, _⟩ := inductionEnergy_isLeast hA hpos b S
  obtain ⟨⟨y, hy, hye⟩, _⟩ := inductionEnergy_isLeast hA hpos b T
  -- trial moments for the union and the intersection
  have hmax : ∀ i, i ∉ S ∪ T → max |x i| |y i| = 0 := by
    intro i hi
    rw [Finset.mem_union, not_or] at hi
    rw [hx i hi.1, hy i hi.2, abs_zero, max_self]
  have hmin : ∀ i, i ∉ S ∩ T → min |x i| |y i| = 0 := by
    intro i hi
    by_cases h : i ∈ S
    · have hT : i ∉ T := fun h' => hi (Finset.mem_inter.2 ⟨h, h'⟩)
      rw [hy i hT, abs_zero]
      exact min_eq_right (abs_nonneg _)
    · rw [hx i h, abs_zero]
      exact min_eq_left (abs_nonneg _)
  have hU := (inductionEnergy_isLeast hA hpos b (S ∪ T)).2 ⟨_, hmax, rfl⟩
  have hI := (inductionEnergy_isLeast hA hpos b (S ∩ T)).2 ⟨_, hmin, rfl⟩
  have h := energy_max_add_min_le hoff b (fun i => |x i|) (fun i => |y i|)
  linarith [energy_abs_le hoff hb x, energy_abs_le hoff hb y]
```

The same argument, carried out only by hand here, shows that no moment decreases when further sites become polarisable. Minimisers are unique by positivity, hence nonnegative by (d). If S ⊆ T, with minimisers x and y, their sitewise minimum and maximum are allowed on S and T, and (e) forces both to be minimisers. Uniqueness gives min(xᵢ, yᵢ) = xᵢ, so xᵢ ≤ yᵢ at every site.

## (g) One more polarisable site

Under the same hypotheses, let S ⊆ T and i ∉ T. Show that

E(T ∪ {i}) − E(T) ≤ E(S ∪ {i}) − E(S).

**Solution.** Apply (f) to S ∪ {i} and T. Their union is T ∪ {i} and their intersection is S. Rearrange.

Within this scalar linear model and sign pattern, take a cluster S contained in a larger cluster T, with the same couplings and applied field. The energy lowering from making site i polarisable alongside S is therefore a lower bound on the lowering from making it polarisable alongside T.

```lean
/-- The energy change on making one more site polarisable is at least as negative in a
larger polarisable environment `T` as in a smaller one `S`. -/
theorem site_increment_antitone [DecidableEq n] {A : Matrix n n ℝ}
    (hA : A.IsSymm) (hpos : ∀ x : n → ℝ, x ≠ 0 → 0 < x ⬝ᵥ (A *ᵥ x))
    (hoff : ∀ i j, i ≠ j → A i j ≤ 0) {b : n → ℝ} (hb : ∀ i, 0 ≤ b i)
    {S T : Finset n} (hST : S ⊆ T) {i : n} (hi : i ∉ T) :
    inductionEnergy A b (insert i T) - inductionEnergy A b T
      ≤ inductionEnergy A b (insert i S) - inductionEnergy A b S := by
  have h := inductionEnergy_union_add_inter_le hA hpos hoff hb (insert i S) T
  rw [Finset.insert_union, Finset.union_eq_right.2 hST,
    Finset.insert_inter_of_notMem hi, Finset.inter_eq_left.2 hST] at h
  linarith
```

## (h) Stability of the pair

Return to the two sites, with response matrix P having rows (1, c) and (c, 1).

```lean
/-- Response matrix of two sites of unit polarisability with coupling `c`. -/
def pairMatrix (c : ℝ) : Matrix (Fin 2) (Fin 2) ℝ := !![1, c; c, 1]
```

For −1 < c < 1, show that P is symmetric and, for x ≠ 0,

x₀² + 2c x₀x₁ + x₁² > 0.

**Solution.** Symmetry is visible. The quadratic form equals

(1 − c)(x₀² + x₁²) + c(x₀ + x₁)² for c ≥ 0,

(1 + c)(x₀² + x₁²) − c(x₀ − x₁)² for c ≤ 0.

In each case the first term is positive and the second nonnegative. The final `nlinarith` calls use these two decompositions.

```lean
/-- The two-site response matrix is symmetric and positive definite for `-1 < c < 1`. -/
theorem pairMatrix_witness {c : ℝ} (h₁ : -1 < c) (h₂ : c < 1) :
    (pairMatrix c).IsSymm ∧
      ∀ x : Fin 2 → ℝ, x ≠ 0 → 0 < x ⬝ᵥ (pairMatrix c *ᵥ x) := by
  constructor
  · ext i j
    fin_cases i <;> fin_cases j <;> simp [pairMatrix]
  · intro x hx
    have h : 0 < x 0 ^ 2 + x 1 ^ 2 := by
      by_contra hn
      have hn' := le_of_not_gt hn
      have h0 : x 0 = 0 := by
        apply pow_eq_zero_iff (two_ne_zero) |>.1
        linarith [sq_nonneg (x 0), sq_nonneg (x 1)]
      have h1 : x 1 = 0 := by
        apply pow_eq_zero_iff (two_ne_zero) |>.1
        linarith [sq_nonneg (x 0), sq_nonneg (x 1)]
      apply hx
      ext i
      fin_cases i
      · exact h0
      · exact h1
    have he : x ⬝ᵥ (pairMatrix c *ᵥ x) = x 0 ^ 2 + 2 * c * (x 0 * x 1) + x 1 ^ 2 := by
      simp [pairMatrix, dotProduct, Matrix.mulVec, Fin.sum_univ_two]
      ring
    rw [he]
    rcases le_total 0 c with hc | hc
    · nlinarith [mul_pos (sub_pos.2 h₂) h, mul_nonneg hc (sq_nonneg (x 0 + x 1))]
    · nlinarith [mul_pos (neg_lt_iff_pos_add.1 h₁) h,
        mul_nonneg (neg_nonneg.2 hc) (sq_nonneg (x 0 - x 1))]
```

## (i) The exact nonadditivity

In the unit field, with −1 < c < 1, show that

E({0, 1}) − E({0}) − E({1}) = c/(1 + c).

**Solution.** The one-site energies are −1/2 each. For the pair, the response equations give x₀ = x₁ = 1/(1 + c), so

E({0, 1}) = (2 + 2c)/(2(1 + c)²) − 2/(1 + c) = −1/(1 + c).

Adding 1 gives the result. Lean verifies the three minimisers through (a), as `e0`, `e1` and `e2`.

Since E(∅) = 0, the inequality in (f) for S = {0} and T = {1} is strict when c < 0, an equality when c = 0, and false when c > 0.

```lean
/-- In a unit field the induction energy of the pair differs from the sum of the one-site
energies by exactly `c / (1 + c)`. -/
theorem pair_nonadditivity {c : ℝ} (h₁ : -1 < c) (h₂ : c < 1) :
    inductionEnergy (pairMatrix c) ![1, 1] Finset.univ
      - inductionEnergy (pairMatrix c) ![1, 1] {0}
      - inductionEnergy (pairMatrix c) ![1, 1] {1} = c / (1 + c) := by
  obtain ⟨hA, hpos⟩ := pairMatrix_witness h₁ h₂
  have hc : 1 + c ≠ 0 := by linarith
  have e0 : inductionEnergy (pairMatrix c) ![1, 1] {0} = -1 / 2 := by
    have h := isLeast_of_response hA hpos (b := ![1, 1]) (x := ![1, 0]) (S := {0})
      (by intro i hi; fin_cases i <;> simp_all)
      (by
        intro i hi
        obtain rfl := Finset.mem_singleton.1 hi
        simp [pairMatrix, Matrix.mulVec, dotProduct, Fin.sum_univ_two])
    rw [inductionEnergy, h.csInf_eq]
    norm_num [energy, pairMatrix, Matrix.mulVec, dotProduct, Fin.sum_univ_two]
  have e1 : inductionEnergy (pairMatrix c) ![1, 1] {1} = -1 / 2 := by
    have h := isLeast_of_response hA hpos (b := ![1, 1]) (x := ![0, 1]) (S := {1})
      (by intro i hi; fin_cases i <;> simp_all)
      (by
        intro i hi
        obtain rfl := Finset.mem_singleton.1 hi
        simp [pairMatrix, Matrix.mulVec, dotProduct, Fin.sum_univ_two])
    rw [inductionEnergy, h.csInf_eq]
    norm_num [energy, pairMatrix, Matrix.mulVec, dotProduct, Fin.sum_univ_two]
  have e2 : inductionEnergy (pairMatrix c) ![1, 1] Finset.univ = -1 / (1 + c) := by
    have h := isLeast_of_response hA hpos (b := ![1, 1])
      (x := ![1 / (1 + c), 1 / (1 + c)]) (S := Finset.univ)
      (fun i hi => absurd (Finset.mem_univ i) hi)
      (by
        intro i _
        fin_cases i <;>
        simp [pairMatrix, Matrix.mulVec, dotProduct, Fin.sum_univ_two] <;>
        field_simp
        ring)
    rw [inductionEnergy, h.csInf_eq]
    simp [energy, pairMatrix, Matrix.mulVec, dotProduct, Fin.sum_univ_two]
    field_simp
    ring
  rw [e0, e1, e2]
  field_simp
  ring

end

end CooperativeInduction
```

```lean
#print axioms CooperativeInduction.inductionEnergy_union_add_inter_le
-- 'CooperativeInduction.inductionEnergy_union_add_inter_le' depends on axioms: [propext, Classical.choice, Quot.sound]
#print axioms CooperativeInduction.site_increment_antitone
-- 'CooperativeInduction.site_increment_antitone' depends on axioms: [propext, Classical.choice, Quot.sound]
#print axioms CooperativeInduction.pair_nonadditivity
-- 'CooperativeInduction.pair_nonadditivity' depends on axioms: [propext, Classical.choice, Quot.sound]
```
